# The Gauss-Markov theorem: for equal uncorrelated noise, least squares has the smallest covariance among unbiased linear estimators

Let $A$ be a real design matrix and let $C$ be any matrix with $CA = 1$. Then $A^TA$ is invertible and

$$CC^T - (A^TA)^{-1} \succeq 0,$$

where $\succeq 0$ means positive semidefinite. If data $y = Ax + \varepsilon$ carry uncorrelated noise of mean zero and equal variance $\sigma^2$, the matrices with $CA = 1$ are exactly the unbiased linear estimators of the parameters $x$, and $\sigma^2 CC^T$ is their error covariance. Least squares attains the lower bound $\sigma^2(A^TA)^{-1}$.

This applies, for example, when a model linear in its parameters is fitted to energies from independent quantum Monte Carlo runs, provided that the model reproduces the expected values of these energies exactly and their true variances are equal.

## The model

The data are indexed by a finite set `m` (indices $k,l$) and the parameters by a finite set `n` (indices $i,j$). The noise lives on a measurable space `Ω`.

```lean
import Mathlib

open Matrix MeasureTheory

namespace GaussMarkov

noncomputable section

variable {Ω m n : Type*} [MeasurableSpace Ω] [Fintype m] [Fintype n] [DecidableEq n]
```

The noise components $\varepsilon_k$ satisfy

$$E[\varepsilon_k] = 0, \qquad E[\varepsilon_k\varepsilon_l] = \sigma^2\delta_{kl}.$$

```lean
/-- Equal uncorrelated noise: every component has mean zero and variance `σ ^ 2`, and
different components are uncorrelated. -/
structure WhiteNoise [DecidableEq m] (μ : Measure Ω) (ε : Ω → m → ℝ) (σ : ℝ) : Prop where
  integrable : ∀ k, Integrable (fun ω => ε ω k) μ
  mean : ∀ k, ∫ ω, ε ω k ∂μ = 0
  integrable_mul : ∀ k l, Integrable (fun ω => ε ω k * ε ω l) μ
  cov : ∀ k l, ∫ ω, ε ω k * ε ω l ∂μ = if k = l then σ ^ 2 else 0
```

Expectations are integrals against the measure `μ`, and `ε ω k` is the noise in datum $k$ for outcome $\omega$. The integrability fields require finite first and second moments. Neither a Gaussian distribution nor independence is assumed. The number `σ` may have either sign, since only its square enters.

A linear estimator is a matrix $C$ with one row per parameter and one column per datum. For true parameters $x$ and noise $e$ it returns $C(Ax + e)$.

```lean
/-- The parameters that the linear estimator `C` returns for the data `A x + e`. -/
def estimate (A : Matrix m n ℝ) (C : Matrix n m ℝ) (x : n → ℝ) (e : m → ℝ) : n → ℝ :=
  C *ᵥ (A *ᵥ x + e)
```

It is unbiased if $E[C(Ax+\varepsilon)] = x$ for every $x$.

```lean
/-- The estimator `C` is unbiased: its expected output is the true parameter vector,
whatever that vector is. -/
def Unbiased (μ : Measure Ω) (ε : Ω → m → ℝ) (A : Matrix m n ℝ) (C : Matrix n m ℝ) : Prop :=
  ∀ x i, ∫ ω, estimate A C x (ε ω) i ∂μ = x i
```

Its quality is measured by the second moments of the error,

$$E\big[(Cy - x)_i\,(Cy - x)_j\big].$$

```lean
/-- The matrix of second moments of the estimation error at true parameters `x`. -/
def errorCov (μ : Measure Ω) (ε : Ω → m → ℝ) (A : Matrix m n ℝ) (C : Matrix n m ℝ)
    (x : n → ℝ) : Matrix n n ℝ :=
  Matrix.of fun i j =>
    ∫ ω, (estimate A C x (ε ω) i - x i) * (estimate A C x (ε ω) j - x j) ∂μ
```

For an unbiased estimator the error has mean zero, so `errorCov` is the covariance matrix of the estimated parameters, with their variances on the diagonal.

Minimising $|y - Ax|^2$ gives the normal equations $A^TA\,x = A^Ty$. If $A^TA$ is invertible, their solution is $Ly$ with the estimator $L = (A^TA)^{-1}A^T$. For a singular $A^TA$, Lean's matrix inverse is zero and the definition below gives the zero matrix; the theorems only use it when $A^TA$ is invertible.

```lean
/-- The matrix `(Aᵀ A)⁻¹ Aᵀ`, which is the least-squares estimator when `Aᵀ A` is
invertible. -/
def leastSquares (A : Matrix m n ℝ) : Matrix n m ℝ := (Aᵀ * A)⁻¹ * Aᵀ
```

## Unbiased means left inverse

The noise has mean zero, so

$$E[(Cy)_i] = (CAx)_i + \sum_k C_{ik}E[\varepsilon_k] = (CAx)_i .$$

If this equals $x_i$ for every $x$, the choice of $x$ as the $j$-th unit vector gives $(CA)_{ij} = \delta_{ij}$. Conversely, $CA = 1$ gives $E[Cy] = x$.

```lean
/-- Under white noise, a linear estimator is unbiased exactly when it is a left inverse of
the design matrix. -/
theorem unbiased_iff [DecidableEq m] {μ : Measure Ω} [IsProbabilityMeasure μ]
    {ε : Ω → m → ℝ} {σ : ℝ} (hε : WhiteNoise μ ε σ) (A : Matrix m n ℝ) (C : Matrix n m ℝ) :
    Unbiased μ ε A C ↔ C * A = 1 := by
  -- the noise averages out of the estimate
  have key : ∀ x i, ∫ ω, estimate A C x (ε ω) i ∂μ = ((C * A) *ᵥ x) i := by
    intro x i
    have hp : ∀ ω, estimate A C x (ε ω) i = ((C * A) *ᵥ x) i + ∑ k, C i k * ε ω k := by
      intro ω
      rw [estimate, Matrix.mulVec_add, Matrix.mulVec_mulVec]
      rfl
    simp_rw [hp]
    rw [integral_add (integrable_const _)
      (MeasureTheory.integrable_finsetSum _ fun k _ => (hε.integrable k).const_mul _),
      MeasureTheory.integral_finsetSum _ fun k _ => (hε.integrable k).const_mul _]
    simp [integral_const_mul, hε.mean]
  constructor
  · intro h
    ext i j
    have h1 := (key (Pi.single j 1) i).symm.trans (h (Pi.single j 1) i)
    rw [Matrix.mulVec_single_one] at h1
    simpa [Matrix.one_apply, Pi.single_apply] using h1
  · intro h x i
    rw [key, h, Matrix.one_mulVec]
```

The displayed equation is `key`. It splits the integral into a constant and a finite sum; the constant integrates to itself because `μ` is a probability measure. The unit vector is `Pi.single j 1`.

## The normal matrix is invertible

Suppose $CA = 1$ and $A^TAv = 0$. Then $|Av|^2 = v^TA^TAv = 0$, so $Av = 0$ and $v = CAv = 0$. The square matrix $A^TA$ has no nonzero null vector and is therefore invertible. It follows that $LA = (A^TA)^{-1}A^TA = 1$.

```lean
/-- If the design matrix has a left inverse, the normal equations are uniquely solvable and
least squares is a left inverse too. -/
theorem leastSquares_mul {A : Matrix m n ℝ} {C : Matrix n m ℝ} (h : C * A = 1) :
    IsUnit (Aᵀ * A).det ∧ leastSquares A * A = 1 := by
  have hdet : IsUnit (Aᵀ * A).det := by
    rw [isUnit_iff_ne_zero]
    intro h0
    obtain ⟨v, hv0, hv⟩ := Matrix.exists_mulVec_eq_zero_iff.mpr h0
    -- a null vector of the normal matrix is a null vector of the design matrix
    have h1 : (A *ᵥ v) ⬝ᵥ (A *ᵥ v) = 0 := by
      rw [Matrix.dotProduct_mulVec, ← Matrix.mulVec_transpose, Matrix.mulVec_mulVec, hv,
        zero_dotProduct]
    have h2 : A *ᵥ v = 0 := dotProduct_self_eq_zero.mp h1
    apply hv0
    rw [← Matrix.one_mulVec v, ← h, ← Matrix.mulVec_mulVec, h2, Matrix.mulVec_zero]
  refine ⟨hdet, ?_⟩
  rw [leastSquares, Matrix.mul_assoc]
  exact Matrix.nonsing_inv_mul _ hdet
```

Invertibility is thus a consequence of having an unbiased linear estimator, not a further hypothesis. The proof shows a reusable way to establish that a determinant is nonzero: assume that it vanishes, let `Matrix.exists_mulVec_eq_zero_iff` supply a nonzero null vector, and refute that vector with ordinary linear algebra. No determinant has to be expanded.

## The excess is a square

Write $G = (A^TA)^{-1}$, which is symmetric, so that $L^T = AG$. Using $CA = 1$ and $LA = 1$,

$$CL^T = CAG = G, \qquad LL^T = LAG = G, \qquad LC^T = G(CA)^T = G.$$

Therefore

$$(C-L)(C-L)^T = CC^T - CL^T - LC^T + LL^T = CC^T - G.$$

```lean
/-- For a left inverse `C` of the design matrix, `C Cᵀ` is the inverse normal matrix plus the
square of the deviation of `C` from least squares. -/
theorem mul_transpose_decomposition {A : Matrix m n ℝ} {C : Matrix n m ℝ} (h : C * A = 1) :
    C * Cᵀ = (Aᵀ * A)⁻¹ + (C - leastSquares A) * (C - leastSquares A)ᵀ := by
  have hT : (leastSquares A)ᵀ = A * (Aᵀ * A)⁻¹ := by
    simp [leastSquares, Matrix.transpose_mul, Matrix.transpose_nonsing_inv]
  have h1 : C * (leastSquares A)ᵀ = (Aᵀ * A)⁻¹ := by
    rw [hT, ← Matrix.mul_assoc, h, Matrix.one_mul]
  have h2 : leastSquares A * (leastSquares A)ᵀ = (Aᵀ * A)⁻¹ := by
    rw [hT, ← Matrix.mul_assoc, (leastSquares_mul h).2, Matrix.one_mul]
  have h3 : leastSquares A * Cᵀ = (Aᵀ * A)⁻¹ := by
    rw [leastSquares, Matrix.mul_assoc, ← Matrix.transpose_mul, h, Matrix.transpose_one,
      Matrix.mul_one]
  rw [Matrix.transpose_sub, Matrix.sub_mul, Matrix.mul_sub, Matrix.mul_sub, h1, h2, h3]
  abel
```

The three products are `h1`, `h2` and `h3`. After the expansion, `abel` collects the terms.

With $D = C - L$, every vector $v$ satisfies $v^TDD^Tv = |D^Tv|^2 \ge 0$, so $CC^T - G = DD^T$ is positive semidefinite.

```lean
/-- For every left inverse `C` of the design matrix, `C Cᵀ - (Aᵀ A)⁻¹` is positive
semidefinite. -/
theorem posSemidef_sub_inv {A : Matrix m n ℝ} {C : Matrix n m ℝ} (h : C * A = 1) :
    (C * Cᵀ - (Aᵀ * A)⁻¹).PosSemidef := by
  rw [mul_transpose_decomposition h, add_sub_cancel_left,
    ← Matrix.conjTranspose_eq_transpose_of_trivial]
  exact Matrix.posSemidef_self_mul_conjTranspose _
```

This is the purely algebraic form of the result, with no probability in it. Mathlib states the positivity of $DD^T$ with the conjugate transpose, which for real matrices is the transpose; the last rewrite makes that identification.

## From matrices to covariances

If $CA = 1$, the error is the noise seen through the estimator: $Cy - x = C\varepsilon$. Hence

$$E[(C\varepsilon)_i(C\varepsilon)_j] = \sum_{k,l} C_{ik}C_{jl}\,E[\varepsilon_k\varepsilon_l] = \sigma^2\sum_k C_{ik}C_{jk} = \sigma^2(CC^T)_{ij}.$$

```lean
/-- Under white noise, the error covariance of a left inverse `C` of the design matrix is
`σ ^ 2` times `C Cᵀ`. -/
theorem errorCov_eq [DecidableEq m] {μ : Measure Ω} {ε : Ω → m → ℝ} {σ : ℝ}
    (hε : WhiteNoise μ ε σ) {A : Matrix m n ℝ} {C : Matrix n m ℝ} (h : C * A = 1)
    (x : n → ℝ) : errorCov μ ε A C x = σ ^ 2 • (C * Cᵀ) := by
  -- the error is the noise passed through the estimator
  have he : ∀ ω i, estimate A C x (ε ω) i - x i = ∑ k, C i k * ε ω k := by
    intro ω i
    rw [estimate, Matrix.mulVec_add, Matrix.mulVec_mulVec, h, Matrix.one_mulVec,
      Pi.add_apply, add_sub_cancel_left]
    rfl
  ext i j
  have hp : ∀ ω, (∑ k, C i k * ε ω k) * (∑ l, C j l * ε ω l)
      = ∑ k, ∑ l, (C i k * C j l) * (ε ω k * ε ω l) := by
    intro ω
    rw [Finset.sum_mul_sum]
    refine Finset.sum_congr rfl fun k _ => Finset.sum_congr rfl fun l _ => ?_
    ring
  have hi : ∀ k l, Integrable (fun ω => (C i k * C j l) * (ε ω k * ε ω l)) μ :=
    fun k l => (hε.integrable_mul k l).const_mul _
  simp only [errorCov, Matrix.of_apply, he, hp]
  rw [MeasureTheory.integral_finsetSum _ fun k _ => MeasureTheory.integrable_finsetSum _ fun l _ => hi k l]
  simp_rw [MeasureTheory.integral_finsetSum _ fun l _ => hi _ l, integral_const_mul, hε.cov]
  simp only [mul_ite, mul_zero, Finset.sum_ite_eq, Finset.mem_univ, if_true,
    Matrix.smul_apply, Matrix.mul_apply, Matrix.transpose_apply, smul_eq_mul, Finset.mul_sum]
  exact Finset.sum_congr rfl fun k _ => by ring
```

Here `he` is the formula for the error and `hp` expands the product into a double sum. The integral then passes through both sums, and `hε.cov` reduces them to the diagonal. The result does not depend on $x$.

## The Gauss-Markov theorem

Let $C$ be unbiased. Then $CA = 1$, so $LA = 1$, and $L$ is unbiased as well. Since $LL^T = G$, the difference of the two covariances is

$$\sigma^2CC^T - \sigma^2LL^T = \sigma^2(CC^T - G) \succeq 0.$$

```lean
/-- **Gauss-Markov theorem.** Under white noise, if `C` is an unbiased linear estimator, then
least squares is unbiased and the error covariance of `C` exceeds that of least squares by a
positive semidefinite matrix. -/
theorem gauss_markov [DecidableEq m] {μ : Measure Ω} [IsProbabilityMeasure μ]
    {ε : Ω → m → ℝ} {σ : ℝ} (hε : WhiteNoise μ ε σ) {A : Matrix m n ℝ} {C : Matrix n m ℝ}
    (hC : Unbiased μ ε A C) (x : n → ℝ) :
    Unbiased μ ε A (leastSquares A) ∧
      (errorCov μ ε A C x - errorCov μ ε A (leastSquares A) x).PosSemidef := by
  have h := (unbiased_iff hε A C).mp hC
  have hL := (leastSquares_mul h).2
  refine ⟨(unbiased_iff hε A _).mpr hL, ?_⟩
  have h2 := mul_transpose_decomposition hL
  rw [sub_self, Matrix.zero_mul, add_zero] at h2
  rw [errorCov_eq hε h, errorCov_eq hε hL, h2, ← smul_sub]
  exact (posSemidef_sub_inv h).smul (sq_nonneg σ)
```

The comparison is between linear unbiased estimators only. A biased estimator, such as ridge regression, can have a smaller covariance. Noise with unequal variances or correlations does not satisfy `WhiteNoise`.

The diagonal entries of a positive semidefinite matrix are nonnegative, so for each parameter

$$\operatorname{Var}\big[(Ly)_i\big] \le \operatorname{Var}\big[(Cy)_i\big].$$

```lean
/-- Under white noise, no unbiased linear estimator determines any single parameter with a
smaller variance than least squares. -/
theorem variance_le [DecidableEq m] {μ : Measure Ω} [IsProbabilityMeasure μ]
    {ε : Ω → m → ℝ} {σ : ℝ} (hε : WhiteNoise μ ε σ) {A : Matrix m n ℝ} {C : Matrix n m ℝ}
    (hC : Unbiased μ ε A C) (x : n → ℝ) (i : n) :
    errorCov μ ε A (leastSquares A) x i i ≤ errorCov μ ε A C x i i := by
  have h := (gauss_markov hε hC x).2.diag_nonneg (i := i)
  rw [Matrix.sub_apply] at h
  linarith
```

When $\sigma \ne 0$ the optimum is unique. Equal covariances give $CC^T = LL^T = G$, hence $(C-L)(C-L)^T = 0$. The diagonal entries of this product are the squared lengths of the rows of $C - L$, so $C = L$.

```lean
/-- Under white noise with `σ ≠ 0`, an unbiased linear estimator has the error covariance of
least squares exactly when it is least squares. -/
theorem errorCov_eq_iff [DecidableEq m] {μ : Measure Ω} [IsProbabilityMeasure μ]
    {ε : Ω → m → ℝ} {σ : ℝ} (hε : WhiteNoise μ ε σ) (hσ : σ ≠ 0) {A : Matrix m n ℝ}
    {C : Matrix n m ℝ} (hC : Unbiased μ ε A C) (x : n → ℝ) :
    errorCov μ ε A C x = errorCov μ ε A (leastSquares A) x ↔ C = leastSquares A := by
  refine ⟨fun heq => ?_, fun heq => by rw [← heq]⟩
  have h := (unbiased_iff hε A C).mp hC
  have hL := (leastSquares_mul h).2
  rw [errorCov_eq hε h, errorCov_eq hε hL] at heq
  have h1 : C * Cᵀ = leastSquares A * (leastSquares A)ᵀ :=
    smul_right_injective _ (pow_ne_zero 2 hσ) heq
  -- the squared deviation from least squares must vanish
  rw [mul_transpose_decomposition h, mul_transpose_decomposition hL, sub_self,
    Matrix.zero_mul, add_right_inj, ← Matrix.conjTranspose_eq_transpose_of_trivial] at h1
  exact sub_eq_zero.mp (Matrix.self_mul_conjTranspose_eq_zero.mp h1)
```

For $\sigma = 0$ every unbiased linear estimator has zero error covariance, which is why uniqueness needs the extra hypothesis. With as many data as parameters there is no choice to make: $CA = 1$ forces $C = A^{-1} = L$, and the excess is zero.

## One constant measured twice

The smallest case with a real choice has one parameter and two data. Let two fair coins have four equally likely outcomes, each of probability $1/4$.

```lean
/-- The uniform probability on the four outcomes of two coin tosses. -/
def coinMeasure : Measure (Fin 4) := (4 : ENNReal)⁻¹ • Measure.count
```

Each coin gives the sign of the noise in one reading, so the outcomes are $(1,1)$, $(1,-1)$, $(-1,1)$ and $(-1,-1)$.

```lean
/-- Noise in two measurements, each with the sign of its own coin. -/
def coinNoise : Fin 4 → Fin 2 → ℝ := ![![1, 1], ![1, -1], ![-1, 1], ![-1, -1]]
```

The four probabilities add up to $4\cdot\tfrac14 = 1$.

```lean
instance : IsProbabilityMeasure coinMeasure := ⟨by
  have h : Measure.count (Set.univ : Set (Fin 4)) = 4 := by simp [Measure.count_univ]
  rw [coinMeasure, Measure.smul_apply, h, smul_eq_mul]
  exact ENNReal.inv_mul_cancel (by norm_num) (by simp)⟩
```

Number the readings $0$ and $1$, as Lean does. Each $\varepsilon_k$ averages to zero and has $\varepsilon_k^2 = 1$, while

$$E[\varepsilon_0\varepsilon_1] = \tfrac14(1 - 1 - 1 + 1) = 0.$$

The noise is therefore white with $\sigma = 1$. The design matrix is $A = (1,1)^T$, and the estimator $C = (1,0)$, which keeps only the first reading, satisfies $CA = 1$.

```lean
/-- Coin noise is white with unit variance, and when one constant is measured twice, keeping
only the first reading is an unbiased estimator. -/
theorem gauss_markov_witness :
    WhiteNoise coinMeasure coinNoise 1 ∧
      Unbiased coinMeasure coinNoise !![(1 : ℝ); 1] !![(1 : ℝ), 0] := by
  have hw : WhiteNoise coinMeasure coinNoise 1 := by
    refine ⟨fun k => Integrable.of_finite, fun k => ?_, fun k l => Integrable.of_finite,
      fun k l => ?_⟩
    · rw [coinMeasure, integral_smul_measure, integral_count]
      fin_cases k <;> norm_num [coinNoise, Fin.sum_univ_succ]
    · rw [coinMeasure, integral_smul_measure, integral_count]
      fin_cases k <;> fin_cases l <;> norm_num [coinNoise, Fin.sum_univ_succ]
  refine ⟨hw, (unbiased_iff hw _ _).mpr ?_⟩
  ext i j
  fin_cases i
  fin_cases j
  simp [Matrix.mul_apply, Fin.sum_univ_succ]

end

end GaussMarkov
```

The hypotheses of the theorem are thus met by an estimator other than least squares. By hand, $A^TA = 2$ and $L = (\tfrac12,\tfrac12)$, the mean of the readings. The variances are $CC^T = 1$ for the single reading and $LL^T = \tfrac12$ for the mean. The excess $\tfrac12$ equals $(C-L)(C-L)^T = \tfrac14 + \tfrac14$.

```lean
#print axioms GaussMarkov.gauss_markov
#print axioms GaussMarkov.variance_le
#print axioms GaussMarkov.errorCov_eq_iff
```

```
'GaussMarkov.gauss_markov' depends on axioms: [propext, Classical.choice, Quot.sound]
'GaussMarkov.variance_le' depends on axioms: [propext, Classical.choice, Quot.sound]
'GaussMarkov.errorCov_eq_iff' depends on axioms: [propext, Classical.choice, Quot.sound]
```

## In a fitting code

The matrix $\sigma^2(A^TA)^{-1}$ is, for equal uncorrelated noise, the parameter covariance of an ordinary linear fit, and the square roots of its diagonal are the standard errors. A numerically careful code avoids forming $A^TA$, whose condition number in the 2-norm is the square of that of $A$. With a thin factorisation $A = QR$, where $Q^TQ = 1$ and $R$ is upper triangular and invertible, the estimate solves $Rx = Q^Ty$ and the covariance is $\sigma^2R^{-1}R^{-T}$.

If the noise is uncorrelated but the data have different known standard errors, dividing each row of $A$ and each entry of $y$ by its standard error restores equal noise with $\sigma = 1$. The theorem then applies to the rescaled problem, which is weighted least squares in the original variables.
